# Exact splitting of the formal propagator exp(t(A+B)) for commuting matrices

When two generators commute, splitting the propagator of their sum into a product of separate propagators costs no error. The theorem states this for square matrices A and B of finite size over a field of characteristic zero: if AB = BA, then exp(tA) exp(tB) = exp(t(A+B)). Each exponential is a formal power series in t with coefficients A^k/k!, so convergence plays no part, and the matrices need not be Hermitian. The proof compares the coefficients of t^k, expands (A+B)^k by the binomial theorem for commuting elements, and matches the terms one by one, which requires writing the binomial coefficient through factorials.

The failing Lean file:

```lean
import Mathlib

open Matrix

namespace TrotterTrace

noncomputable section

variable {n K : Type*} [Fintype n] [DecidableEq n] [Field K]

/-- The propagator `exp(tA)` as a formal power series in `t` with matrix coefficients `A^k / k!`,
for a field of characteristic zero. -/
def expSeries (A : Matrix n n K) : PowerSeries (Matrix n n K) :=
  PowerSeries.mk fun k => ((k.factorial : K)⁻¹) • A ^ k

variable [CharZero K]

/-- For commuting matrices the splitting `exp(tA) exp(tB) = exp(t(A+B))` is exact. -/
theorem expSeries_mul_of_commute (A B : Matrix n n K) (h : A * B = B * A) :
    expSeries A * expSeries B = expSeries (A + B) := by
  have h' : Commute A B := h
  refine PowerSeries.ext fun k => ?_
  simp only [expSeries, PowerSeries.coeff_mul, PowerSeries.coeff_mk]
  rw [h'.add_pow', Finset.smul_sum]
  refine Finset.sum_congr rfl fun p hp => ?_
  obtain ⟨i, j⟩ := p
  obtain rfl : i + j = k := by simpa using hp
  have hi : (i.factorial : K) ≠ 0 := Nat.cast_ne_zero.mpr i.factorial_ne_zero
  have hj : (j.factorial : K) ≠ 0 := Nat.cast_ne_zero.mpr j.factorial_ne_zero
  have hk : ((i + j).factorial : K) ≠ 0 := Nat.cast_ne_zero.mpr (i + j).factorial_ne_zero
  have hf : ((i + j).choose i : K) * i.factorial * j.factorial = (i + j).factorial := by
    exact_mod_cast Nat.add_choose_mul_factorial_mul_factorial i j
  have hc : ((i + j).choose i : K) =
      (i + j).factorial * ((i.factorial : K)⁻¹ * (j.factorial : K)⁻¹) := by
    rw [← hf]
    field_simp
  rw [smul_mul_smul_comm, ← Nat.cast_smul_eq_nsmul K, smul_smul, hc, inv_mul_cancel_left₀ hk]

end

end TrotterTrace
```

Messages:

```
Main.lean:32:4: error: mod_cast has type
  (i + j).choose j * i.factorial * j.factorial = (i + j).factorial
but is expected to have type
  (i + j).choose i * i.factorial * j.factorial = (i + j).factorial
```

The repair, with which the file compiles:

```diff
@@ -30,5 +30,7 @@
   have hk : ((i + j).factorial : K) ≠ 0 := Nat.cast_ne_zero.mpr (i + j).factorial_ne_zero
   have hf : ((i + j).choose i : K) * i.factorial * j.factorial = (i + j).factorial := by
-    exact_mod_cast Nat.add_choose_mul_factorial_mul_factorial i j
+    have hn := Nat.choose_mul_factorial_mul_factorial (Nat.le_add_right i j)
+    rw [Nat.add_sub_cancel_left] at hn
+    exact_mod_cast hn
   have hc : ((i + j).choose i : K) =
       (i + j).factorial * ((i.factorial : K)⁻¹ * (j.factorial : K)⁻¹) := by
```

Cause. The one error concerns the factorial identity `hf`. The goal contains `(i + j).choose i`, but `Nat.add_choose_mul_factorial_mul_factorial i j` supplies the identity with `(i + j).choose j`. The two binomial coefficients are equal by symmetry, yet that is a theorem in its own right. `exact_mod_cast` only moves the casts between the natural numbers and `K` out of the way and does not apply this symmetry, so the two statements fail to match.

The repair starts from `Nat.choose_mul_factorial_mul_factorial`, applied to the fact that `i ≤ i + j`. This gives the identity with `(i + j).choose i`, as wanted, but with the last factorial taken of `i + j - i`. The rewrite with `Nat.add_sub_cancel_left` turns that difference into `j`. Now `hn` is the natural-number form of the goal, and `exact_mod_cast` has only the casts to deal with.
